# Alternating ideal x and y π pulses cancels a static field on a spin one-half to first order in the delay

Let X, Y, Z be the Pauli matrices, b = (b_x, b_y, b_z) a real static field, H = b_x X + b_y Y + b_z Z, and f(t) = exp(−itH). The cycles

C(t) = X f(t) Y f(t) X f(t) Y f(t)
D(t) = X f(t) X f(t)

satisfy

C(0) = −1, C′(0) = 0
D(0) = 1, D′(0) = −2i b_x X.

The sign in C(0) is only a global phase. The alternating cycle C thus removes all three field components to first order. The single-axis cycle D does so exactly when b_x = 0.

## A spin between pulses

An unwanted static field rotates a spin during each delay t. A π pulse about x reverses the effect of the y and z components but leaves the x component alone, so repeated x pulses let the x component accumulate. Pulses about y reverse that component too.

The alternating pattern is that of the XY-4 sequence, treated here for one isolated spin in a constant field. It can protect a qubit against fields along any axis. In high-field NMR the offset is effectively along z, and ideal x pulses alone would cancel it; there the axes are alternated mainly to limit the effect of pulse errors, which are not modelled here. The pulses are instantaneous and perfect; the step to a real spectrometer, where the field also acts during each pulse, remains to be made.

## Both cycles in Lean

The field is `b : Fin 3 → ℝ`, with `b 0`, `b 1`, `b 2` for b_x, b_y, b_z. `fieldHamiltonian b` is H with ħ = 1 and no factor ½, so the angular frequency of precession is 2|b|. `freeEvolution H t` is f(t), and `pulsedStep P H t` is P f(t): the rightmost factor acts first, so the delay precedes the pulse. `cycleXY` is C and `cycleXX` is D.

In `HasDerivAt (cycleXY (fieldHamiltonian b)) 0 0`, the first zero is the derivative, a matrix, and the second is the point t = 0. The statement controls the term linear in t; terms of order t² may remain.

## Four insertions of H

Since f(0) = 1 and f′(0) = −iH, the product rule puts −iH into each delay in turn:

C′(0) = −i (XHYXY + XYHXY + XYXHY + XYXYH).

With XY = iZ, YXY = −X and XYX = −Y, the four terms in the bracket are −XHX, −ZHZ, −YHY and −H. Also C(0) = (iZ)² = −1.

Conjugation by a Pauli matrix keeps that matrix and reverses the other two. In H + XHX + YHY + ZHZ each component therefore appears twice with each sign, and the sum is zero. A multiple h of the identity would survive as 4h, so for any 2×2 matrix H the sum is 2 tr(H)·1 and C′(0) = 2i tr(H)·1.

## The single axis at any delay

Here X² = 1 gives D(0) = 1, and

D′(0) = −i (XHX + H) = −2i b_x X,

which vanishes only for b_x = 0. Moreover X f(t) X = exp(−it XHX), so for every t

D(t) = exp(−it XHX) exp(−itH).

If b_x = 0, then XHX = −H and D(t) = 1. If b_y = b_z = 0, then XHX = H and D(t) = f(2t): the pulses have no net effect.

## The Lean file

```lean
import Mathlib

open scoped Matrix.Norms.Operator

namespace DecouplingPulseAxes

noncomputable section

local notation "M₂" => Matrix (Fin 2) (Fin 2) ℂ

/-- The Pauli matrix X. -/
def σx : M₂ := !![0, 1; 1, 0]

/-- The Pauli matrix Y. -/
def σy : M₂ := !![0, -Complex.I; Complex.I, 0]

/-- The Pauli matrix Z. -/
def σz : M₂ := !![1, 0; 0, -1]

/-- The Hamiltonian `b·σ` of a spin one-half in a static field `b`. -/
def fieldHamiltonian (b : Fin 3 → ℝ) : M₂ :=
  (b 0 : ℂ) • σx + (b 1 : ℂ) • σy + (b 2 : ℂ) • σz

/-- Free evolution `exp(-itH)` during a delay `t`. -/
def freeEvolution (H : M₂) (t : ℝ) : M₂ :=
  NormedSpace.exp (t • ((-Complex.I) • H))

/-- A delay `t` followed by an instantaneous pulse `P`. -/
def pulsedStep (P H : M₂) (t : ℝ) : M₂ := P * freeEvolution H t

/-- The single-axis cycle `X f(t) X f(t)`. -/
def cycleXX (H : M₂) (t : ℝ) : M₂ := pulsedStep σx H t * pulsedStep σx H t

/-- The alternating cycle `X f(t) Y f(t) X f(t) Y f(t)`. -/
def cycleXY (H : M₂) (t : ℝ) : M₂ :=
  pulsedStep σx H t * pulsedStep σy H t * pulsedStep σx H t * pulsedStep σy H t

lemma σx_mul_self : σx * σx = 1 := by
  ext i j; fin_cases i <;> fin_cases j <;> simp [σx, Matrix.mul_apply, Fin.sum_univ_two]

lemma σy_mul_self : σy * σy = 1 := by
  ext i j; fin_cases i <;> fin_cases j <;> simp [σy, Matrix.mul_apply, Fin.sum_univ_two]

lemma freeEvolution_zero (H : M₂) : freeEvolution H 0 = 1 := by
  simp [freeEvolution, NormedSpace.exp_zero]

/-- At zero delay, the derivative of the step `P f(t)` with respect to the delay is
`P (-iH)`. -/
theorem hasDerivAt_pulsedStep (P H : M₂) :
    HasDerivAt (fun t => pulsedStep P H t) (P * ((-Complex.I) • H)) 0 := by
  have h := hasDerivAt_exp_smul_const ((-Complex.I) • H) (0 : ℝ)
  have h' : HasDerivAt (fun t => freeEvolution H t) ((-Complex.I) • H) 0 :=
    h.congr_deriv (by rw [zero_smul, NormedSpace.exp_zero, one_mul])
  exact h'.const_mul P

/-- Summing a one-spin operator over its conjugates by 1, X, Y and Z leaves twice its trace
times the identity. -/
theorem pauli_twirl (A : M₂) :
    A + σx * A * σx + σy * A * σy + σz * A * σz = (2 * A.trace) • (1 : M₂) := by
  rw [Matrix.eta_fin_two A]
  ext i j
  fin_cases i <;> fin_cases j <;>
    simp [σx, σy, σz, Matrix.trace_fin_two]
  · linear_combination (-A 1 1) * Complex.I_sq
  · linear_combination (A 1 0) * Complex.I_sq
  · linear_combination (A 0 1) * Complex.I_sq
  · linear_combination (-A 0 0) * Complex.I_sq

/-- In the alternating cycle at zero delay, inserting an operator `A` at each of the four delay
positions in turn and adding the results gives `-2 tr(A)` times the identity. -/
theorem sum_of_insertions (A : M₂) :
    ((σx * A * σy + σx * (σy * A)) * σx + σx * σy * (σx * A)) * σy
      + σx * σy * σx * (σy * A) = (-(2 * A.trace)) • (1 : M₂) := by
  have h1 : σy * σx * σy = -σx := by
    ext i j; fin_cases i <;> fin_cases j <;>
      simp [σx, σy, Matrix.mul_apply, Fin.sum_univ_two]
  have h2 : σx * σy * σx = -σy := by
    ext i j; fin_cases i <;> fin_cases j <;>
      simp [σx, σy, Matrix.mul_apply, Fin.sum_univ_two]
  have h3 : σx * σy = Complex.I • σz := by
    ext i j; fin_cases i <;> fin_cases j <;>
      simp [σx, σy, σz, Matrix.mul_apply, Fin.sum_univ_two]
  calc _ = σx * A * (σy * σx * σy) + (σx * σy) * A * (σx * σy)
        + (σx * σy * σx) * A * σy + (σx * σy * σx) * σy * A := by noncomm_ring
    _ = -(A + σx * A * σx + σy * A * σy + σz * A * σz) := by
        -- up to a minus sign, the insertions become A and its conjugates by X, Y and Z
        rw [h1, h2, h3]
        simp only [smul_mul_assoc, mul_smul_comm, smul_smul, Complex.I_mul_I, neg_smul,
          one_smul, neg_mul, mul_neg, σy_mul_self, one_mul]
        abel
    _ = _ := by rw [pauli_twirl, neg_smul]

/-- For any one-spin operator `H`, the alternating cycle is `-1` at zero delay and its
derivative there is `2i tr(H)` times the identity. -/
theorem alternating_cycle_general (H : M₂) :
    cycleXY H 0 = -1 ∧
      HasDerivAt (cycleXY H) ((2 * Complex.I * H.trace) • (1 : M₂)) 0 := by
  constructor
  · simp only [cycleXY, pulsedStep, freeEvolution_zero, mul_one]
    ext i j; fin_cases i <;> fin_cases j <;>
      simp [σx, σy, Matrix.mul_apply, Fin.sum_univ_two]
  · have hx := hasDerivAt_pulsedStep σx H
    have hy := hasDerivAt_pulsedStep σy H
    refine (((hx.fun_mul hy).fun_mul hx).fun_mul hy).congr_deriv ?_
    simp only [pulsedStep, freeEvolution_zero, mul_one]
    rw [sum_of_insertions, Matrix.trace_smul, smul_eq_mul]
    congr 1
    ring

/-- Alternating the pulse axes between x and y removes every component of a static field to
first order: the cycle is `-1` at zero delay and its derivative there vanishes. -/
theorem alternating_axes_decouple (b : Fin 3 → ℝ) :
    cycleXY (fieldHamiltonian b) 0 = -1 ∧
      HasDerivAt (cycleXY (fieldHamiltonian b)) 0 0 := by
  have htr : (fieldHamiltonian b).trace = 0 := by
    simp [fieldHamiltonian, σx, σy, σz, Matrix.trace_fin_two]
  obtain ⟨h0, h1⟩ := alternating_cycle_general (fieldHamiltonian b)
  exact ⟨h0, h1.congr_deriv (by rw [htr, mul_zero, zero_smul])⟩

/-- An x pulse reverses the y and z components of the field, so the field and its
pulse-conjugate add up to `2 b_x X`. -/
theorem field_add_conjugate (b : Fin 3 → ℝ) :
    σx * fieldHamiltonian b * σx + fieldHamiltonian b = (2 * (b 0 : ℂ)) • σx := by
  ext i j
  fin_cases i <;> fin_cases j <;>
    simp [fieldHamiltonian, σx, σy, σz] <;> ring

/-- With x pulses only, the cycle is `1` at zero delay and its derivative there is
`-2i b_x X`. -/
theorem single_axis_cycle (b : Fin 3 → ℝ) :
    cycleXX (fieldHamiltonian b) 0 = 1 ∧
      HasDerivAt (cycleXX (fieldHamiltonian b)) ((-2 * Complex.I * (b 0 : ℂ)) • σx) 0 := by
  constructor
  · simp only [cycleXX, pulsedStep, freeEvolution_zero, mul_one, σx_mul_self]
  · have hx := hasDerivAt_pulsedStep σx (fieldHamiltonian b)
    refine (hx.fun_mul hx).congr_deriv ?_
    simp only [pulsedStep, freeEvolution_zero, mul_one]
    rw [← mul_assoc σx σx, σx_mul_self, one_mul, mul_smul_comm, smul_mul_assoc,
      ← smul_add, field_add_conjugate, smul_smul]
    congr 1
    ring

/-- The single-axis cycle removes a static field to first order exactly when the field has
no component along the pulse axis. -/
theorem single_axis_decouples_iff (b : Fin 3 → ℝ) :
    HasDerivAt (cycleXX (fieldHamiltonian b)) 0 0 ↔ b 0 = 0 := by
  have h := (single_axis_cycle b).2
  constructor
  · intro h0
    have e := congrFun (congrFun (h0.unique h) 0) 1
    simpa [σx] using e
  · intro hb
    exact h.congr_deriv (by simp [hb])

/-- The single-axis cycle is evolution under `H` followed by evolution under `XHX`. -/
theorem cycleXX_eq (H : M₂) (t : ℝ) :
    cycleXX H t = freeEvolution (σx * H * σx) t * freeEvolution H t := by
  have hinv : σx⁻¹ = σx := Matrix.inv_eq_right_inv σx_mul_self
  have hu : IsUnit σx := ⟨⟨σx, σx, σx_mul_self, σx_mul_self⟩, rfl⟩
  have h := Matrix.exp_conj σx (t • ((-Complex.I) • H)) hu
  rw [hinv] at h
  simp only [mul_smul_comm, smul_mul_assoc] at h
  simp only [cycleXX, pulsedStep, freeEvolution]
  rw [h]
  simp only [mul_assoc]

/-- For every delay, x pulses cancel a field perpendicular to x completely, and leave a
field along x acting for the full time `2t`. -/
theorem single_axis_exact (b : Fin 3 → ℝ) (t : ℝ) :
    (b 0 = 0 → cycleXX (fieldHamiltonian b) t = 1) ∧
      (b 1 = 0 → b 2 = 0 →
        cycleXX (fieldHamiltonian b) t = freeEvolution (fieldHamiltonian b) (2 * t)) := by
  constructor
  · intro hb
    have hc : σx * fieldHamiltonian b * σx = -fieldHamiltonian b := by
      apply eq_neg_of_add_eq_zero_left
      rw [field_add_conjugate, hb, Complex.ofReal_zero, mul_zero, zero_smul]
    have hcomm : Commute (-(t • ((-Complex.I) • fieldHamiltonian b)))
        (t • ((-Complex.I) • fieldHamiltonian b)) :=
      (Commute.refl (t • ((-Complex.I) • fieldHamiltonian b))).neg_left
    rw [cycleXX_eq, hc]
    simp only [freeEvolution, smul_neg]
    rw [← Matrix.exp_add_of_commute _ _ hcomm, neg_add_cancel, NormedSpace.exp_zero]
  · intro h1 h2
    have hc : σx * fieldHamiltonian b * σx = fieldHamiltonian b := by
      simp only [fieldHamiltonian, h1, h2, Complex.ofReal_zero, zero_smul, add_zero,
        mul_smul_comm, smul_mul_assoc, σx_mul_self, one_mul]
    rw [cycleXX_eq, hc]
    simp only [freeEvolution]
    rw [← Matrix.exp_add_of_commute _ _ (Commute.refl _), ← add_smul, ← two_mul]

end

end DecouplingPulseAxes
```

```lean
#print axioms DecouplingPulseAxes.alternating_axes_decouple
#print axioms DecouplingPulseAxes.single_axis_decouples_iff
#print axioms DecouplingPulseAxes.single_axis_exact
```

```
'DecouplingPulseAxes.alternating_axes_decouple' depends on axioms: [propext, Classical.choice, Quot.sound]
'DecouplingPulseAxes.single_axis_decouples_iff' depends on axioms: [propext, Classical.choice, Quot.sound]
'DecouplingPulseAxes.single_axis_exact' depends on axioms: [propext, Classical.choice, Quot.sound]
```

## From matrix entries to the cycles

`hasDerivAt_pulsedStep` supplies the derivative of one step. `pauli_twirl` checks the conjugation sum entry by entry, using i² = −1. `sum_of_insertions` takes the bracket as the product rule produces it, regroups it with `noncomm_ring`, and rewrites it by the three Pauli products above.

`alternating_cycle_general` combines these for any H, and `alternating_axes_decouple` adds that the field Hamiltonian has trace zero.

`field_add_conjugate` proves XHX + H = 2b_x X, from which `single_axis_cycle` follows by the product rule. For the converse in `single_axis_decouples_iff`, derivatives are unique, and the upper right entry gives b_x = 0.

`cycleXX_eq` moves the conjugation into the exponent with `Matrix.exp_conj`. `single_axis_exact` then merges the two exponentials, whose exponents commute in both cases.

## Rotations as pulses, and a coupled bath

A π pulse could have been modelled as the rotation exp(−iπX/2) = −iX. Four such factors leave C unchanged; two change the sign of D and of its derivative. The condition b_x = 0 stays the same.

The same insertion argument, not formalised here, applies to a finite-dimensional bath with H = 1⊗B₀ + X⊗B₁ + Y⊗B₂ + Z⊗B₃. The alternating cycle, with its pulses acting on the spin alone, cancels the three coupling terms to first order and leaves B₀.
